# Ratio of successive canonical partition functions of a binary lattice alloy from trial A → B conversions

A canonical Monte Carlo run of a binary alloy keeps the number of B atoms fixed, while the exchange chemical potential asks how the free energy changes when one A atom is replaced by B. For any real-valued energy on a finite set of sites with at least one A atom, the change at a given temperature follows from an average over the fixed-composition ensemble, in which A atoms are converted to B on trial only.

```lean
import Mathlib

open Finset

namespace AlloyChemicalPotential

noncomputable section

variable {ι : Type*} [Fintype ι] [DecidableEq ι]

/-- Canonical partition function with `n` B atoms; a configuration is the set of sites
occupied by B. -/
def partitionFn (β : ℝ) (E : Finset ι → ℝ) (n : ℕ) : ℝ :=
  ∑ s ∈ powersetCard n univ, Real.exp (-β * E s)

/-- Canonical average of `f` over configurations with `n` B atoms, for `n` at most the
number of sites. -/
def canonicalAvg (β : ℝ) (E : Finset ι → ℝ) (n : ℕ) (f : Finset ι → ℝ) : ℝ :=
  (∑ s ∈ powersetCard n univ, Real.exp (-β * E s) * f s) / partitionFn β E n

/-- Uniform average of `g` over a nonempty set of sites. -/
def siteAvg (s : Finset ι) (g : ι → ℝ) : ℝ := (∑ i ∈ s, g i) / (s.card : ℝ)

/-- Average of `f` over the canonical ensemble with `n` B atoms and a uniformly chosen
A site, for `n` less than the number of sites. -/
def conversionAvg (β : ℝ) (E : Finset ι → ℝ) (n : ℕ) (f : Finset ι → ι → ℝ) : ℝ :=
  canonicalAvg β E n (fun s => siteAvg sᶜ (f s))

/-- Helmholtz free energy with `n` B atoms, for `β ≠ 0` and `n` at most the number of sites. -/
def freeEnergy (β : ℝ) (E : Finset ι → ℝ) (n : ℕ) : ℝ := -Real.log (partitionFn β E n) / β

/-- Exchange chemical potential: the free energy change when one A atom is replaced by B,
for `β ≠ 0` and `n` less than the number of sites. -/
def chemPot (β : ℝ) (E : Finset ι → ℝ) (n : ℕ) : ℝ :=
  freeEnergy β E (n + 1) - freeEnergy β E n

omit [DecidableEq ι] in
/-- The partition function is positive when `n` is at most the number of sites. -/
theorem partitionFn_pos (β : ℝ) (E : Finset ι → ℝ) {n : ℕ} (h : n ≤ Fintype.card ι) :
    0 < partitionFn β E n :=
  sum_pos (fun _ _ => Real.exp_pos _) (powersetCard_nonempty.mpr (by simpa using h))

/-- A function of the configurations before and after a conversion A → B has the same sum over
configurations with `n` B atoms and their A sites as over configurations with `n + 1` B atoms and
their B sites. -/
theorem sum_conversions (n : ℕ) (G : Finset ι → Finset ι → ℝ) :
    ∑ s ∈ powersetCard n univ, ∑ i ∈ sᶜ, G s (insert i s) =
      ∑ t ∈ powersetCard (n + 1) univ, ∑ i ∈ t, G (t.erase i) t := by
  rw [Finset.sum_sigma', Finset.sum_sigma']
  -- converting site i to B is undone by converting it back to A
  refine Finset.sum_bij' (fun x _ => ⟨insert x.2 x.1, x.2⟩)
    (fun x _ => ⟨x.1.erase x.2, x.2⟩) ?_ ?_ ?_ ?_ ?_ <;> rintro ⟨s, i⟩ h <;>
    simp only [mem_sigma, mem_powersetCard_univ, mem_compl] at h ⊢
  · have := card_insert_of_notMem h.2
    exact ⟨by omega, mem_insert_self _ _⟩
  · have := card_erase_of_mem h.2
    exact ⟨by omega, notMem_erase _ _⟩
  · simp only [erase_insert h.2]
  · simp only [insert_erase h.2]
  · simp only [erase_insert h.2]

/-- The factor `exp (-β ΔE)` turns the old Boltzmann weight into the new one. -/
theorem reweight (β a b : ℝ) :
    Real.exp (-β * a) * Real.exp (-β * (b - a)) = Real.exp (-β * b) := by
  rw [← Real.exp_add]
  congr 1
  ring

/-- The number of A sites is the number of sites minus the number of B atoms. -/
theorem card_A {n : ℕ} {s : Finset ι} (hs : s ∈ powersetCard n univ) :
    (sᶜ.card : ℝ) = Fintype.card ι - n := by
  rw [card_compl, Nat.cast_sub (card_le_univ s), mem_powersetCard_univ.mp hs]

/-- Boltzmann weights summed over configurations and their A sites give the number of
A sites times the partition function. -/
theorem sum_weights (β : ℝ) (E : Finset ι → ℝ) (n : ℕ) :
    ∑ s ∈ powersetCard n univ, ∑ _i ∈ sᶜ, Real.exp (-β * E s) =
      ((Fintype.card ι : ℝ) - n) * partitionFn β E n := by
  rw [partitionFn, mul_sum]
  refine sum_congr rfl fun s hs => ?_
  rw [sum_const, nsmul_eq_mul, card_A hs]

/-- The conversion average as one weighted sum over configurations and their A sites. -/
theorem conversionAvg_eq (β : ℝ) (E : Finset ι → ℝ) (n : ℕ) (f : Finset ι → ι → ℝ) :
    conversionAvg β E n f =
      (∑ s ∈ powersetCard n univ, ∑ i ∈ sᶜ, Real.exp (-β * E s) * f s i) /
        (((Fintype.card ι : ℝ) - n) * partitionFn β E n) := by
  unfold conversionAvg canonicalAvg siteAvg
  rw [← div_div]
  congr 1
  rw [sum_div]
  refine sum_congr rfl fun s hs => ?_
  beta_reduce
  rw [card_A hs, ← mul_sum, mul_div_assoc]

/-- Ratio of successive partition functions from trial conversions A → B, for any energy
function and `n` less than the number of sites. -/
theorem partitionFn_ratio (β : ℝ) (E : Finset ι → ℝ) {n : ℕ} (h : n < Fintype.card ι) :
    partitionFn β E (n + 1) / partitionFn β E n =
      ((Fintype.card ι : ℝ) - n) / (n + 1) *
        conversionAvg β E n (fun s i => Real.exp (-β * (E (insert i s) - E s))) := by
  have hN : (Fintype.card ι : ℝ) - n ≠ 0 := (sub_pos.mpr (by exact_mod_cast h)).ne'
  have hn : (n : ℝ) + 1 ≠ 0 := by positivity
  have hZ := (partitionFn_pos β E h.le).ne'
  -- each configuration with n+1 B atoms is reached in n+1 ways
  have key : ∑ s ∈ powersetCard n univ, ∑ i ∈ sᶜ,
      Real.exp (-β * E s) * Real.exp (-β * (E (insert i s) - E s)) =
      ((n : ℝ) + 1) * partitionFn β E (n + 1) := by
    simp only [reweight]
    rw [sum_conversions n (fun _ t => Real.exp (-β * E t)), partitionFn, mul_sum]
    refine sum_congr rfl fun t ht => ?_
    simp only [sum_const, mem_powersetCard_univ.mp ht, nsmul_eq_mul, Nat.cast_add, Nat.cast_one]
  rw [conversionAvg_eq, key]
  field_simp

/-- The chemical potential times `β` is a configurational term minus the logarithm of the
averaged conversion factor, for `β ≠ 0` and `n` less than the number of sites. -/
theorem chemPot_eq {β : ℝ} (hβ : β ≠ 0) (E : Finset ι → ℝ) {n : ℕ}
    (h : n < Fintype.card ι) :
    β * chemPot β E n = Real.log (((n : ℝ) + 1) / ((Fintype.card ι : ℝ) - n)) -
      Real.log (conversionAvg β E n
        (fun s i => Real.exp (-β * (E (insert i s) - E s)))) := by
  have hN : (0 : ℝ) < (Fintype.card ι : ℝ) - n := sub_pos.mpr (by exact_mod_cast h)
  have hn : (0 : ℝ) < (n : ℝ) + 1 := by positivity
  have hZ := partitionFn_pos β E h.le
  have hZ' := partitionFn_pos β E (Nat.succ_le_of_lt h)
  have hr := partitionFn_ratio β E h
  have hA := (mul_pos_iff_of_pos_left (div_pos hN hn)).mp (hr ▸ div_pos hZ' hZ)
  -- take the logarithm of the ratio formula
  have hl := congrArg Real.log hr
  rw [Real.log_div hZ'.ne' hZ.ne', Real.log_mul (div_pos hN hn).ne' hA.ne',
    Real.log_div hN.ne' hn.ne'] at hl
  rw [chemPot, freeEnergy, freeEnergy, ← sub_div, mul_comm, div_mul_cancel₀ _ hβ,
    Real.log_div hn.ne' hN.ne']
  linarith

/-- Ideal solution: if the energy is linear in the number of B atoms with slope `ε`, the
chemical potential is `ε` plus the configurational term, for `β ≠ 0` and `n` less than the
number of sites. -/
theorem chemPot_ideal {β : ℝ} (hβ : β ≠ 0) (E : Finset ι → ℝ) (E₀ ε : ℝ)
    (hE : ∀ s, E s = E₀ + ε * (s.card : ℝ)) {n : ℕ} (h : n < Fintype.card ι) :
    chemPot β E n = ε + Real.log (((n : ℝ) + 1) / ((Fintype.card ι : ℝ) - n)) / β := by
  have hW : 0 < ((Fintype.card ι : ℝ) - n) * partitionFn β E n :=
    mul_pos (sub_pos.mpr (by exact_mod_cast h)) (partitionFn_pos β E h.le)
  -- every trial conversion costs the same energy
  have hA : conversionAvg β E n (fun s i => Real.exp (-β * (E (insert i s) - E s))) =
      Real.exp (-β * ε) := by
    rw [conversionAvg_eq, div_eq_iff hW.ne', ← sum_weights, mul_sum]
    refine sum_congr rfl fun s _ => ?_
    rw [mul_sum]
    refine sum_congr rfl fun i hi => ?_
    have hd : E (insert i s) - E s = ε := by
      rw [hE (insert i s), hE s, card_insert_of_notMem (mem_compl.mp hi)]
      push_cast
      ring
    rw [hd, mul_comm]
  have hc := chemPot_eq hβ E h
  rw [hA, Real.log_exp] at hc
  have e : ∀ x y : ℝ, β * (x + y / β) = β * x + y := by
    intro x y
    field_simp
  apply mul_left_cancel₀ hβ
  rw [e]
  linarith

end

end AlloyChemicalPotential
```

```lean
#print axioms AlloyChemicalPotential.partitionFn_ratio
#print axioms AlloyChemicalPotential.chemPot_ideal
```

```
'AlloyChemicalPotential.partitionFn_ratio' depends on axioms: [propext, Classical.choice, Quot.sound]
'AlloyChemicalPotential.chemPot_ideal' depends on axioms: [propext, Classical.choice, Quot.sound]
```

## Counting conversions from both ends

Let the alloy have \(N\) sites, each occupied by an A or a B atom. A configuration is the set \(s\) of sites occupied by B, and \(E(s)\) is its energy. With \(\beta = 1/k_BT\), the canonical partition function for \(n\) B atoms is

\[
Z_n = \sum_{|s|=n} e^{-\beta E(s)} .
\]

Take \(0 \le n < N\), so that every configuration with \(n\) B atoms has \(N-n \ge 1\) A sites. Converting the A site \(i\) to B changes \(s\) into \(s\cup\{i\}\) and costs

\[
\Delta E(s,i) = E(s\cup\{i\}) - E(s).
\]

The average of interest draws \(s\) from the canonical ensemble with \(n\) B atoms and then draws \(i\) uniformly from the A sites of \(s\):

\[
\left\langle e^{-\beta\Delta E}\right\rangle
= \frac{1}{Z_n}\sum_{|s|=n} e^{-\beta E(s)}\,\frac{1}{N-n}\sum_{i\notin s} e^{-\beta\Delta E(s,i)} .
\]

The factor \(1/(N-n)\) is the same for every \(s\) and comes out of the sum. The two exponentials combine, because \(E(s)+\Delta E(s,i) = E(s\cup\{i\})\):

\[
\left\langle e^{-\beta\Delta E}\right\rangle
= \frac{1}{(N-n)\,Z_n}\sum_{|s|=n}\sum_{i\notin s} e^{-\beta E(s\cup\{i\})} .
\]

The double sum runs over pairs of a configuration and one of its A sites. Put \(t = s\cup\{i\}\). Then \(t\) has \(n+1\) B atoms and \(i\) is one of them, and \(s\) is recovered from \((t,i)\) by removing \(i\). The pairs \((s,i)\) with \(i\notin s\) therefore correspond one to one to the pairs \((t,i)\) with \(i\in t\), and

\[
\sum_{|s|=n}\sum_{i\notin s} e^{-\beta E(s\cup\{i\})}
= \sum_{|t|=n+1}\sum_{i\in t} e^{-\beta E(t)}
= (n+1)\,Z_{n+1},
\]

since the summand does not depend on \(i\) and \(t\) has \(n+1\) elements. Substituting and rearranging gives

\[
\frac{Z_{n+1}}{Z_n} = \frac{N-n}{n+1}\left\langle e^{-\beta\Delta E}\right\rangle .
\]

Two sites with one B atom show where the prefactor comes from. Both configurations have a single A site, and both conversions end in the same all-B configuration. The average therefore counts its Boltzmann factor twice, and the prefactor \(1/2\) corrects this. At \(\beta=0\) the average equals one and the formula reduces to the ratio of the binomial coefficients \(\binom{N}{n+1}\) and \(\binom{N}{n}\).

## The chemical potential and its ideal-solution value

For \(\beta\neq 0\), let \(F_n = -\ln Z_n/\beta\) be the free energy and \(\mu_n = F_{n+1}-F_n\) the exchange chemical potential. The number of sites is fixed, so adding a B atom means removing an A atom, and \(\mu_n\) is the finite-size form of the difference \(\mu_B-\mu_A\). From the definition,

\[
\beta\mu_n = -\ln\frac{Z_{n+1}}{Z_n}
= \ln\frac{n+1}{N-n} - \ln\left\langle e^{-\beta\Delta E}\right\rangle .
\]

The first term depends only on the numbers \(n\) and \(N\). The second contains the energetics.

Suppose now that \(E(s)=E_0+\varepsilon|s|\). Here \(E_0\) is the energy of the pure A lattice, and \(\varepsilon\) is the energy of replacing one A atom by B, taken to be the same in every surroundings. Then \(\Delta E=\varepsilon\) for each trial, the average is \(e^{-\beta\varepsilon}\), and

\[
\mu_n = \varepsilon + \frac{1}{\beta}\ln\frac{n+1}{N-n} .
\]

This is the ideal-solution expression for a finite lattice, with \(n+1\) where the large-system formula has \(n\).

## Sites, sets and averages in Lean

The finite type `ι` is the set of sites, and `Fintype.card ι` is \(N\). A configuration is a `Finset ι`, the set of B sites; its complement `sᶜ` is the set of A sites, and `insert i s` is the configuration after site `i` has been converted. The sum over `powersetCard n univ` in `partitionFn` runs over all configurations with exactly `n` B atoms.

The energy is an arbitrary function `E : Finset ι → ℝ`. No pair form, finite range or lattice symmetry is assumed, so a cluster expansion or an interatomic potential evaluated on fixed sites both fit. Because the values are real, a configuration forbidden by an infinite energy does not.

The average is built from two separate definitions. `canonicalAvg` weights configurations by their Boltzmann factors, `siteAvg` averages uniformly over a set of sites, and `conversionAvg` puts the second, taken over `sᶜ`, inside the first. The definition thus follows the two-stage drawing described above, and the single sum over pairs is derived from it.

`partitionFn_ratio` states the ratio formula for every real `β` under the one hypothesis `n < Fintype.card ι`, which says that there is an A site to convert. `chemPot_eq` gives the logarithmic form, multiplied by `β`, under the further hypothesis `β ≠ 0`. `chemPot_ideal` adds the hypothesis `hE`, which is the linear energy with \(E_0\) and \(\varepsilon\) written as `E₀` and `ε`.

The model is a classical, two-component alloy on a finite set of sites, without vacancies and without a limit of infinite size. Atomic displacements and momenta do not appear in it, except in so far as their effect has been absorbed into the values of `E` at the given temperature. The averages are exact ensemble averages, and the theorems say nothing about how fast a Monte Carlo chain approaches them.

## From the bijection to the logarithm

`sum_conversions` is the correspondence between pairs. It is stated for a general function `G` of the old and the new configuration. The double sums are first rewritten as sums over pairs, and `Finset.sum_bij'` then receives the two maps: insert the site, or erase it. Five goals remain. The first two say that each map lands in the right set, which is a count of B atoms together with the membership of `i`. The next two say that the maps undo each other, and the last that the summands agree.

`reweight` is the combination of exponentials. `card_A` says that a configuration with `n` B atoms has \(N-n\) A sites, and `conversionAvg_eq` uses it to pull the common factor out of the nested average.

In `partitionFn_ratio`, the intermediate statement `key` is the identity

\[
\sum_{|s|=n}\sum_{i\notin s} e^{-\beta E(s)}e^{-\beta\Delta E(s,i)} = (n+1)Z_{n+1}.
\]

It is proved by applying `reweight`, then `sum_conversions`, and then counting the `n + 1` equal terms for each `t`. What is left is a rearrangement of fractions, done by `field_simp` from the facts that \(N-n\), \(n+1\) and \(Z_n\) are nonzero. The last of these comes from `partitionFn_pos`: a sum of exponentials over a nonempty set of configurations is positive.

`chemPot_eq` takes the logarithm of the ratio formula. Splitting the logarithm of a product requires nonzero factors, and the proof obtains the positivity of the average from the formula itself: the ratio \(Z_{n+1}/Z_n\) and the prefactor are both positive, so the average is too. After the logarithms have been split, `linarith` collects the terms.

For `chemPot_ideal`, the step `hA` shows that the average equals \(e^{-\beta\varepsilon}\). The proof multiplies through by \((N-n)Z_n\) and uses `sum_weights` to write that product as a sum of Boltzmann factors over the same pairs. The two sides then agree term by term, because `hd` gives \(\Delta E=\varepsilon\) for every A site. Inserting this into `chemPot_eq` and cancelling `β` gives the result.

## Trial conversions during a canonical run

For a binary alloy on a fixed, finite lattice, the formula lets a simulation at constant composition yield the exchange chemical potential without ever changing the composition. The run itself proceeds by moves that conserve \(n\), such as swapping an A atom with a B atom under the Metropolis rule. At regular intervals the current configuration \(s\) is used for a measurement:

1. An A site \(i\) is chosen uniformly at random.
2. The energy change \(\Delta E(s,i)\) of turning it into B is computed. For a short-ranged energy model this involves only the neighbourhood of \(i\).
3. The number \(e^{-\beta\Delta E(s,i)}\) is added to a running sum, and the site remains A.

Several A sites, or all of them, may be tried in the same configuration, with the mean of their exponentials recorded. At the end, the average \(\bar w\) of the recorded values estimates \(\langle e^{-\beta\Delta E}\rangle\), and

\[
\beta\mu_n \approx \ln\frac{n+1}{N-n} - \ln\bar w .
\]

The logarithm is taken once, after the averaging.

As an invented example, let \(N=1000\), \(n=199\) and \(\bar w = 2.0\). The configurational term is \(\ln(200/801)\approx -1.388\) and the energetic term is \(-\ln 2.0\approx -0.693\), so \(\beta\mu_n\approx -2.081\). With \(k_BT = 0.1\) eV this is \(\mu_n\approx -0.208\) eV.

The quality of the estimate depends on the spread of \(\beta\Delta E\). If a few uncommon surroundings make the conversion much cheaper than usual, their exponentials can dominate the average, and a run that seldom visits them gives a noisy \(\bar w\).
